# At fixed volume, a small quadrupole deformation b raises the mean-square radius of a uniform nucleus by the fraction 5b²/(4π), to leading order

An isotope-shift code that replaces a deformed nucleus by a sphere of the same volume makes its mean-square radius too small. Expanding to first order in the deformation does not help, because the quadrupole harmonic averages to zero over the sphere. The missing radius change begins at second order.

## The quadratic coefficient

Let \(x=\cos\theta\) and let the nuclear surface be \(r=R(1+bY(x))\), with

\[
Y(x)=a(3x^2-1),\qquad a=\sqrt{\frac{5}{16\pi}} .
\]

Here \(R\) is a length scale and \(b\) the dimensionless deformation. Define the angular averages

\[
A_k(b)=\frac12\int_{-1}^{1}(1+bY(x))^k\,dx .
\]

If the volume equals that of a sphere of radius \(R_s\), the mean-square radius is

\[
\langle r^2\rangle=\tfrac35R_s^2\,f(b),\qquad f(b)=\frac{A_5(b)}{A_3(b)^{5/3}},
\qquad \lim_{b\to0}\frac{f(b)-1}{b^2}=\frac{5}{4\pi}.
\]

Moreover, \(f(b)>1\) for every nonzero \(b\) at which the surface radius is nowhere negative.

## Deformation input in field-shift codes

To leading order, the field shift of an atomic level is an electronic factor times the change between isotopes in \(\langle r^2\rangle\) of the nuclear charge. If that charge is uniform and sharp-edged, an axial quadrupole deformation at fixed volume raises \(\langle r^2\rangle\) above its spherical value by \(3R_s^2b^2/(4\pi)\) to leading order. The deformation part of the change between two isotopes is the difference of their two terms. A code can use the coefficient \(3R_s^2/(4\pi)\) of \(b^2\) to convert a small \(b\), as defined by the surface above, into a change in \(\langle r^2\rangle\), and a routine that integrates over the deformed shape at fixed volume should reproduce it at small \(b\).

Computing \((f-1)/b^2\) directly at small \(b\) subtracts two nearly equal numbers. The rearranged form in the derivation below avoids that subtraction.

## From the surface to the limit

**Radial integrals.** The \(k\)-th radial moment of the body is

\[
M_k=2\pi\int_{-1}^{1}dx\int_0^{R(1+bY)}r^{k+2}\,dr
=\frac{4\pi R^{k+3}}{k+3}A_{k+3}(b).
\]

The volume is \(M_0\), so volume conservation reads \(R^3A_3=R_s^3\). With \(m=A_3^{1/3}\) this is \(R_s=Rm\), and

\[
\langle r^2\rangle=\frac{M_2}{M_0}
=\frac{4\pi R^5A_5/5}{4\pi R_s^3/3}
=\frac35R_s^2\frac{A_5}{m^5}.
\]

**Angular integrals.** Put \(u=ab\), so that \(1+bY=(1-u)+3ux^2\). The average of \(x^{2j}\) over \([-1,1]\) is \(1/(2j+1)\). Expanding the powers gives

\[
\begin{aligned}
A_3&=(1-u)^3+3(1-u)^2u+\tfrac{27}{5}(1-u)u^2+\tfrac{27}{7}u^3\\
&=1+\tfrac{12}{5}u^2+\tfrac{16}{35}u^3,\\
A_5&=(1-u)^5+5(1-u)^4u+18(1-u)^3u^2\\
&\quad+\tfrac{270}{7}(1-u)^2u^3+45(1-u)u^4+\tfrac{243}{11}u^5\\
&=1+8u^2+\tfrac{32}{7}u^3+\tfrac{48}{7}u^4+\tfrac{128}{77}u^5.
\end{aligned}
\]

**Cancelling \(b^2\).** Write \(A_3=1+b^2p\) and \(A_5=1+b^2q\), where \(p\) and \(q\) are polynomials in \(b\) with \(p(0)=\tfrac{12}{5}a^2\) and \(q(0)=8a^2\). Since \(m^3-1=b^2p\), factoring out \(m-1\) gives

\[
m^5-1=b^2p\,\frac{m^4+m^3+m^2+m+1}{m^2+m+1}.
\]

For \(b\ne0\) with \(A_3>0\), it follows that

\[
\frac{f-1}{b^2}=\frac1{m^5}\left[q-p\,\frac{m^4+m^3+m^2+m+1}{m^2+m+1}\right].
\]

As \(b\to0\), \(m\to1\), and the right side tends to \(8a^2-\tfrac{12}{5}a^2\cdot\tfrac53=4a^2=5/(4\pi)\).

**Strict increase at finite deformation.** For \(t\ge0\) and \(m>0\),

\[
3t^5-5m^2t^3+2m^5=(t-m)^2(3t^3+6mt^2+4m^2t+2m^3)\ge0,
\]

with equality only at \(t=m\). A nonnegative surface radius at the pole means \(1+2u\ge0\), which makes \(A_3\) positive. Set \(t=1+bY(x)\) and average over \(x\). The pole has \(t=1+2u\) and the equator \(t=1-u\), so for \(b\ne0\) they cannot both equal \(m\), and the average is strictly positive. Hence \(3A_5-5m^5+2m^5>0\), that is, \(A_5>m^5\) and \(f>1\).

## The Lean file

```lean
import Mathlib

open Filter Topology
open scoped Real

namespace DeformedNucleusFieldShift

noncomputable section

/-- The normalisation constant of the axial quadrupole harmonic. -/
def amp : ℝ := Real.sqrt (5 / (16 * π))

/-- The axial quadrupole harmonic as a function of `x = cos θ`. -/
def Y20 (x : ℝ) : ℝ := amp * (3 * x ^ 2 - 1)

/-- The angular average of the `k`-th power of the relative surface radius `1 + b Y`. -/
def shapeMoment (k : ℕ) (b : ℝ) : ℝ :=
  1 / 2 * ∫ x in (-1 : ℝ)..1, (1 + b * Y20 x) ^ k

/-- The integral of `r ^ k` over the body bounded by the surface `r = R (1 + b Y)`;
for `k = 0` it is the volume. -/
def bodyMoment (k : ℕ) (R b : ℝ) : ℝ :=
  2 * π * ∫ x in (-1 : ℝ)..1, ∫ r in (0 : ℝ)..(R * (1 + b * Y20 x)), r ^ (k + 2)

/-- The mean-square radius of a uniform nucleus with surface `r = R (1 + b Y)`. -/
def msRadius (R b : ℝ) : ℝ := bodyMoment 2 R b / bodyMoment 0 R b

/-- The volume-conserving mean-square radius ratio `A₅ / A₃ ^ (5/3)`. -/
def radiusRatio (b : ℝ) : ℝ := shapeMoment 5 b / shapeMoment 3 b ^ (5 / 3 : ℝ)

/-- The integral over `cos θ` from `-1` to `1` of an even polynomial of degree at most ten. -/
theorem integral_even (a0 a1 a2 a3 a4 a5 : ℝ) :
    ∫ x in (-1 : ℝ)..1,
      (a0 + a1 * x ^ 2 + a2 * x ^ 4 + a3 * x ^ 6 + a4 * x ^ 8 + a5 * x ^ 10) =
    2 * (a0 + a1 / 3 + a2 / 5 + a3 / 7 + a4 / 9 + a5 / 11) := by
  have h : ∀ x ∈ Set.uIcc (-1 : ℝ) 1, HasDerivAt
      (fun x : ℝ => a0 * x + a1 / 3 * x ^ 3 + a2 / 5 * x ^ 5 + a3 / 7 * x ^ 7
        + a4 / 9 * x ^ 9 + a5 / 11 * x ^ 11)
      (a0 + a1 * x ^ 2 + a2 * x ^ 4 + a3 * x ^ 6 + a4 * x ^ 8 + a5 * x ^ 10) x := by
    intro x _
    have h1 := (hasDerivAt_id' x).const_mul a0
    have h3 := (hasDerivAt_pow 3 x).const_mul (a1 / 3)
    have h5 := (hasDerivAt_pow 5 x).const_mul (a2 / 5)
    have h7 := (hasDerivAt_pow 7 x).const_mul (a3 / 7)
    have h9 := (hasDerivAt_pow 9 x).const_mul (a4 / 9)
    have h11 := (hasDerivAt_pow 11 x).const_mul (a5 / 11)
    refine (((((h1.fun_add h3).fun_add h5).fun_add h7).fun_add h9).fun_add h11).congr_deriv ?_
    simp only [Nat.cast_ofNat, Nat.reduceSub]
    ring
  rw [intervalIntegral.integral_eq_sub_of_hasDerivAt h
    (Continuous.intervalIntegrable (by fun_prop) _ _)]
  ring

/-- The third shape moment, which governs the volume, in closed form. -/
theorem shapeMoment_three (b : ℝ) :
    shapeMoment 3 b = 1 + b ^ 2 * (12 / 5 * amp ^ 2 + 16 / 35 * amp ^ 3 * b) := by
  have h : ∀ x : ℝ, (1 + b * Y20 x) ^ 3 =
      (1 - b * amp) ^ 3 + (9 * (1 - b * amp) ^ 2 * (b * amp)) * x ^ 2
      + (27 * (1 - b * amp) * (b * amp) ^ 2) * x ^ 4 + (27 * (b * amp) ^ 3) * x ^ 6
      + 0 * x ^ 8 + 0 * x ^ 10 := by
    intro x
    unfold Y20
    ring
  unfold shapeMoment
  simp_rw [h]
  rw [integral_even]
  ring

/-- The fifth shape moment, which governs the integral of `r ^ 2`, in closed form. -/
theorem shapeMoment_five (b : ℝ) :
    shapeMoment 5 b = 1 + b ^ 2 * (8 * amp ^ 2 + 32 / 7 * amp ^ 3 * b
      + 48 / 7 * amp ^ 4 * b ^ 2 + 128 / 77 * amp ^ 5 * b ^ 3) := by
  have h : ∀ x : ℝ, (1 + b * Y20 x) ^ 5 =
      (1 - b * amp) ^ 5 + (15 * (1 - b * amp) ^ 4 * (b * amp)) * x ^ 2
      + (90 * (1 - b * amp) ^ 3 * (b * amp) ^ 2) * x ^ 4
      + (270 * (1 - b * amp) ^ 2 * (b * amp) ^ 3) * x ^ 6
      + (405 * (1 - b * amp) * (b * amp) ^ 4) * x ^ 8 + (243 * (b * amp) ^ 5) * x ^ 10 := by
    intro x
    unfold Y20
    ring
  unfold shapeMoment
  simp_rw [h]
  rw [integral_even]
  ring

/-- The radial integration expresses each moment of the body through a shape moment. -/
theorem bodyMoment_eq (k : ℕ) (R b : ℝ) :
    bodyMoment k R b = 4 * π * R ^ (k + 3) / (k + 3) * shapeMoment (k + 3) b := by
  have h : ∀ x : ℝ, ∫ r in (0 : ℝ)..(R * (1 + b * Y20 x)), r ^ (k + 2) =
      R ^ (k + 3) / (k + 3) * (1 + b * Y20 x) ^ (k + 3) := by
    intro x
    rw [integral_pow, zero_pow (show k + 2 + 1 ≠ 0 by omega), sub_zero,
      show k + 2 + 1 = k + 3 from rfl, mul_pow]
    push_cast
    rw [show (k : ℝ) + 2 + 1 = k + 3 by ring]
    ring
  unfold bodyMoment shapeMoment
  simp_rw [h]
  rw [intervalIntegral.integral_const_mul]
  ring

/-- Powers of the cube root of a positive number. -/
theorem cubeRoot_pow {a : ℝ} (ha : 0 < a) :
    (a ^ (1 / 3 : ℝ)) ^ 3 = a ∧ a ^ (5 / 3 : ℝ) = (a ^ (1 / 3 : ℝ)) ^ 5 := by
  constructor
  · rw [← Real.rpow_natCast, ← Real.rpow_mul ha.le]
    norm_num
  · rw [← Real.rpow_natCast, ← Real.rpow_mul ha.le]
    norm_num

/-- A deformed uniform nucleus with the volume of a sphere of radius `Rs` has mean-square
radius `(3/5) Rs ^ 2` times the ratio `A₅ / A₃ ^ (5/3)`. -/
theorem msRadius_eq {R Rs b : ℝ} (hR : 0 < R) (hRs : 0 < Rs)
    (hV : bodyMoment 0 R b = 4 / 3 * π * Rs ^ 3) :
    msRadius R b = 3 / 5 * Rs ^ 2 * radiusRatio b := by
  have hπ := Real.pi_pos
  have h3 : bodyMoment 0 R b = 4 * π * R ^ 3 / 3 * shapeMoment 3 b := by
    rw [bodyMoment_eq]; norm_num
  have h5 : bodyMoment 2 R b = 4 * π * R ^ 5 / 5 * shapeMoment 5 b := by
    rw [bodyMoment_eq]; norm_num
  -- volume conservation fixes the scale `R`
  have hA : R ^ 3 * shapeMoment 3 b = Rs ^ 3 := by
    have h : 4 / 3 * π * (R ^ 3 * shapeMoment 3 b) = 4 / 3 * π * Rs ^ 3 := by
      linear_combination hV - h3
    exact mul_left_cancel₀ (by positivity) h
  have hpos : 0 < shapeMoment 3 b := by
    by_contra h
    nlinarith [mul_nonneg (pow_pos hR 3).le (neg_nonneg.2 (not_lt.1 h)), pow_pos hRs 3]
  obtain ⟨m, hm, hm3, hm5⟩ : ∃ m : ℝ, 0 < m ∧ m ^ 3 = shapeMoment 3 b ∧
      shapeMoment 3 b ^ (5 / 3 : ℝ) = m ^ 5 :=
    ⟨_, Real.rpow_pos_of_pos hpos _, (cubeRoot_pow hpos).1, (cubeRoot_pow hpos).2⟩
  have hRm : R * m = Rs :=
    (pow_left_inj₀ (by positivity) hRs.le three_ne_zero).1 (by rw [mul_pow, hm3, hA])
  unfold msRadius radiusRatio
  rw [hV, h5, hm5, ← hRm]
  field_simp

/-- For small quadrupole deformation `b` at fixed volume, the relative increase of the
mean-square radius divided by `b ^ 2` tends to `5 / (4 π)`. -/
theorem radiusRatio_limit :
    Tendsto (fun b => (radiusRatio b - 1) / b ^ 2) (𝓝[≠] 0) (𝓝 (5 / (4 * π))) := by
  -- with `m ^ 3 = A₃`, the factor `b ^ 2` cancels exactly
  have halg : ∀ b m p q : ℝ, b ≠ 0 → 0 < m → m ^ 3 = 1 + b ^ 2 * p →
      (q - p * (m ^ 4 + m ^ 3 + m ^ 2 + m + 1) / (m ^ 2 + m + 1)) / m ^ 5 =
        ((1 + b ^ 2 * q) / m ^ 5 - 1) / b ^ 2 := by
    intro b m p q hb hm h
    have hp : p = (m ^ 3 - 1) / b ^ 2 := by
      rw [eq_div_iff (pow_ne_zero 2 hb)]; linarith
    have hD : m ^ 2 + m + 1 ≠ 0 := by positivity
    rw [hp]
    field_simp
    ring
  have hc : Continuous (shapeMoment 3) := by
    rw [funext shapeMoment_three]; fun_prop
  have hA : Tendsto (shapeMoment 3) (𝓝 0) (𝓝 1) := by
    simpa [shapeMoment_three] using hc.tendsto 0
  have hm : Tendsto (fun b => shapeMoment 3 b ^ (1 / 3 : ℝ)) (𝓝 0) (𝓝 1) := by
    simpa using hA.rpow_const (p := 1 / 3) (Or.inl one_ne_zero)
  have hp : Tendsto (fun b : ℝ => 12 / 5 * amp ^ 2 + 16 / 35 * amp ^ 3 * b) (𝓝 0)
      (𝓝 (12 / 5 * amp ^ 2)) := by
    have h : Continuous (fun b : ℝ => 12 / 5 * amp ^ 2 + 16 / 35 * amp ^ 3 * b) := by fun_prop
    simpa using h.tendsto 0
  have hq : Tendsto (fun b : ℝ => 8 * amp ^ 2 + 32 / 7 * amp ^ 3 * b
      + 48 / 7 * amp ^ 4 * b ^ 2 + 128 / 77 * amp ^ 5 * b ^ 3) (𝓝 0) (𝓝 (8 * amp ^ 2)) := by
    have h : Continuous (fun b : ℝ => 8 * amp ^ 2 + 32 / 7 * amp ^ 3 * b
      + 48 / 7 * amp ^ 4 * b ^ 2 + 128 / 77 * amp ^ 5 * b ^ 3) := by fun_prop
    simpa using h.tendsto 0
  have hN := ((((hm.pow 4).add (hm.pow 3)).add (hm.pow 2)).add hm).add_const 1
  have hD := ((hm.pow 2).add hm).add_const 1
  have hlim := (hq.sub ((hp.mul hN).div hD (by norm_num))).div (hm.pow 5) (by norm_num)
  have ha : amp ^ 2 = 5 / (16 * π) := Real.sq_sqrt (by positivity)
  have hval : 5 / (4 * π) = (8 * amp ^ 2 - 12 / 5 * amp ^ 2 *
      (1 ^ 4 + 1 ^ 3 + 1 ^ 2 + 1 + 1) / (1 ^ 2 + 1 + 1)) / 1 ^ 5 := by
    rw [ha]; ring
  rw [hval]
  refine (hlim.mono_left nhdsWithin_le_nhds).congr' ?_
  filter_upwards [self_mem_nhdsWithin, (hA.eventually
    (lt_mem_nhds (zero_lt_one : (0 : ℝ) < 1))).filter_mono nhdsWithin_le_nhds] with b hb hpos
  have hb0 : b ≠ 0 := hb
  show _ = (radiusRatio b - 1) / b ^ 2
  rw [radiusRatio, (cubeRoot_pow hpos).2, shapeMoment_five]
  exact halg _ _ _ _ hb0 (Real.rpow_pos_of_pos hpos _)
    ((cubeRoot_pow hpos).1.trans (shapeMoment_three b))

/-- Every nonzero quadrupole deformation with nonnegative surface radius has a
volume-conserving mean-square radius ratio greater than one. -/
theorem one_lt_radiusRatio {b : ℝ} (hb : b ≠ 0)
    (hs : ∀ x ∈ Set.Icc (-1 : ℝ) 1, 0 ≤ 1 + b * Y20 x) : 1 < radiusRatio b := by
  have hamp : 0 < amp := Real.sqrt_pos.2 (by positivity)
  have hpos : 0 < shapeMoment 3 b := by
    have h1 := hs 1 ⟨by norm_num, le_rfl⟩
    simp only [Y20] at h1
    have h2 : 0 ≤ 12 / 5 + 16 / 35 * (amp * b) := by nlinarith
    rw [shapeMoment_three]
    nlinarith [mul_nonneg (sq_nonneg (amp * b)) h2]
  obtain ⟨m, hm, hm3, hm5⟩ : ∃ m : ℝ, 0 < m ∧ m ^ 3 = shapeMoment 3 b ∧
      shapeMoment 3 b ^ (5 / 3 : ℝ) = m ^ 5 :=
    ⟨_, Real.rpow_pos_of_pos hpos _, (cubeRoot_pow hpos).1, (cubeRoot_pow hpos).2⟩
  have ht : Continuous (fun x => 1 + b * Y20 x) := by unfold Y20; fun_prop
  have hf : Continuous (fun x => 5 / 3 * m ^ 2 * (1 + b * Y20 x) ^ 3) :=
    continuous_const.mul (ht.pow 3)
  -- the tangent inequality between fifth and third powers
  have hid : ∀ t : ℝ, t ^ 5 - (5 / 3 * m ^ 2 * t ^ 3 - 2 / 3 * m ^ 5) =
      1 / 3 * ((t - m) ^ 2 * (3 * t ^ 3 + 6 * m * t ^ 2 + 4 * m ^ 2 * t + 2 * m ^ 3)) := by
    intro t; ring
  have hle : ∀ t : ℝ, 0 ≤ t → 5 / 3 * m ^ 2 * t ^ 3 - 2 / 3 * m ^ 5 ≤ t ^ 5 := by
    intro t h0
    have h : 0 ≤ (t - m) ^ 2 *
      (3 * t ^ 3 + 6 * m * t ^ 2 + 4 * m ^ 2 * t + 2 * m ^ 3) := by positivity
    linarith [hid t]
  have hlt : ∀ t : ℝ, 0 ≤ t → t ≠ m → 5 / 3 * m ^ 2 * t ^ 3 - 2 / 3 * m ^ 5 < t ^ 5 := by
    intro t h0 hne
    have h1 : 0 < (t - m) ^ 2 :=
      lt_of_le_of_ne (sq_nonneg _) (Ne.symm (pow_ne_zero 2 (sub_ne_zero.2 hne)))
    have h2 : 0 < 3 * t ^ 3 + 6 * m * t ^ 2 + 4 * m ^ 2 * t + 2 * m ^ 3 := by positivity
    linarith [hid t, mul_pos h1 h2]
  -- the surface radius differs between pole and equator, so one of them is not `m`
  have hex : ∃ x ∈ Set.Icc (-1 : ℝ) 1, 1 + b * Y20 x ≠ m := by
    by_cases h0 : 1 + b * Y20 0 = m
    · refine ⟨1, ⟨by norm_num, le_rfl⟩, fun h1 => mul_ne_zero hb hamp.ne' ?_⟩
      simp only [Y20] at h0 h1
      linarith
    · exact ⟨0, ⟨by norm_num, by norm_num⟩, h0⟩
  obtain ⟨x₀, hx₀, hne⟩ := hex
  have hint := intervalIntegral.integral_lt_integral_of_continuousOn_of_le_of_exists_lt
    (f := fun x => 5 / 3 * m ^ 2 * (1 + b * Y20 x) ^ 3 - 2 / 3 * m ^ 5)
    (g := fun x => (1 + b * Y20 x) ^ 5) (show (-1 : ℝ) < 1 by norm_num)
    (hf.sub continuous_const).continuousOn (ht.pow 5).continuousOn
    (fun x hx => hle _ (hs x ⟨hx.1.le, hx.2⟩)) ⟨x₀, hx₀, hlt _ (hs x₀ hx₀) hne⟩
  rw [intervalIntegral.integral_sub (hf.intervalIntegrable _ _)
    (continuous_const.intervalIntegrable _ _), intervalIntegral.integral_const_mul,
    intervalIntegral.integral_const, smul_eq_mul] at hint
  have hI : ∫ x in (-1 : ℝ)..1, (1 + b * Y20 x) ^ 3 = 2 * m ^ 3 := by
    rw [hm3, shapeMoment]; ring
  rw [hI] at hint
  rw [radiusRatio, hm5, one_lt_div (pow_pos hm 5), shapeMoment]
  linarith

/-- For uniform nuclei with length scale `R b` and the volume of a sphere of radius `Rs`, the change
of the mean-square radius from its spherical value, divided by `b ^ 2`, tends to `3 Rs ^ 2 / (4 π)`.
-/
theorem msRadius_change_limit {Rs : ℝ} (hRs : 0 < Rs) (R : ℝ → ℝ)
    (hR : ∀ᶠ b in 𝓝[≠] (0 : ℝ), 0 < R b ∧ bodyMoment 0 (R b) b = 4 / 3 * π * Rs ^ 3) :
    Tendsto (fun b => (msRadius (R b) b - 3 / 5 * Rs ^ 2) / b ^ 2) (𝓝[≠] 0)
      (𝓝 (3 * Rs ^ 2 / (4 * π))) := by
  have h := radiusRatio_limit.const_mul (3 / 5 * Rs ^ 2)
  rw [show 3 * Rs ^ 2 / (4 * π) = 3 / 5 * Rs ^ 2 * (5 / (4 * π)) by ring]
  refine h.congr' ?_
  filter_upwards [hR] with b hb
  rw [msRadius_eq hb.1 hRs hb.2]
  ring

end

end DeformedNucleusFieldShift
```

```lean
#print axioms DeformedNucleusFieldShift.radiusRatio_limit
#print axioms DeformedNucleusFieldShift.one_lt_radiusRatio
#print axioms DeformedNucleusFieldShift.msRadius_change_limit
```

```
'DeformedNucleusFieldShift.radiusRatio_limit' depends on axioms: [propext, Classical.choice, Quot.sound]
'DeformedNucleusFieldShift.one_lt_radiusRatio' depends on axioms: [propext, Classical.choice, Quot.sound]
'DeformedNucleusFieldShift.msRadius_change_limit' depends on axioms: [propext, Classical.choice, Quot.sound]
```

## What the theorems say, and for which nucleus

`amp`, `Y20`, `shapeMoment k b` and `radiusRatio b` are \(a\), \(Y\), \(A_k(b)\) and \(f(b)\). `bodyMoment k R b` is \(M_k\), with the azimuthal integral already done as the factor \(2\pi\), and `msRadius` is \(M_2/M_0\). Uniform density is built into that ratio.

- `radiusRatio_limit` is the limit \(5/(4\pi)\). The filter `𝓝[≠] 0` lets \(b\) approach zero from both sides, prolate and oblate, without being zero.
- `msRadius_eq` gives \(\langle r^2\rangle=\tfrac35R_s^2f(b)\) for positive \(R\) and \(R_s\), with equal volume as hypothesis `hV`.
- `one_lt_radiusRatio` gives \(f(b)>1\); its hypothesis `hs` is the nonnegative surface radius.
- `msRadius_change_limit` takes a scale `R b` for each deformation, positive and volume-conserving near \(b=0\), and gives the limit \(3R_s^2/(4\pi)\).

The limits carry no error bound at finite \(b\). Diffuse surfaces, triaxial shapes, other multipoles and the electronic factor are not treated.

## How the proof follows the calculation

`integral_even` integrates an even polynomial through its antiderivative. `shapeMoment_three` and `shapeMoment_five` expand the powers with `ring` and apply it. `bodyMoment_eq` does the radial integral, and `cubeRoot_pow` supplies the powers of \(m\). In `msRadius_eq`, volume conservation first yields \(R^3A_3=R_s^3\), then `hRm`, which is \(Rm=R_s\).

Inside `radiusRatio_limit`, `halg` is the cancellation of \(b^2\). The limits of \(m\), \(p\) and \(q\) are combined in `hlim`, and `filter_upwards` restricts the identity to nonzero \(b\) with \(A_3>0\). In `one_lt_radiusRatio`, `hid` is the factorisation behind the inequality, divided by three, `hex` finds a point where the surface radius factor differs from \(m\), and the strict integral comparison finishes the argument. `msRadius_change_limit` multiplies the first limit by \(\tfrac35R_s^2\).

## Fixed scale instead of fixed volume, and the fourth moment

Suppose volume conservation is dropped and the code keeps \(R=R_s\) for every \(b\). Then \(\langle r^2\rangle=\tfrac35R_s^2A_5/A_3\), and the relative increase divided by \(b^2\) tends to \(8a^2-\tfrac{12}{5}a^2=7/(4\pi)\). The coefficient is 40% too large, because the nucleus has also gained volume.

The same argument, with \(m^7-1\) in place of \(m^5-1\), treats the fourth radial moment at fixed volume:

\[
\langle r^4\rangle=\tfrac37R_s^4\,\frac{A_7}{A_3^{7/3}},\qquad
\lim_{b\to0}\frac{1}{b^2}\left(\frac{A_7}{A_3^{7/3}}-1\right)=\frac{7}{2\pi}.
\]

Neither of these two coefficients is among the theorems of the file.
